# The number of Cartesian components in a shell of degree d is C(d+2, 2)

A Cartesian shell of degree d, as used for Gaussian basis functions, has one component for each monomial xⁱyʲzᵏ with i + j + k = d. The theorem `card_shell` says that there are C(d+2, 2) such triples of natural numbers, which gives 1, 3, 6 and 10 for s, p, d and f shells. It is pure counting: no radial part or normalisation enters, and the components are not reduced to spherical harmonics. The proof is by induction on the degree, splitting the shell of degree d + 1 into the components with a factor x, which match the shell of degree d, and the d + 2 components without one.

This version doesn't compile in Lean 4 with Mathlib:

```lean
import Mathlib

namespace CardShell

/-- The Cartesian components of degree `d`: exponent triples `(i, j, k)` with `i + j + k = d`. -/
def shell (d : ℕ) : Finset (ℕ × ℕ × ℕ) :=
  (Finset.range (d + 1) ×ˢ (Finset.range (d + 1) ×ˢ Finset.range (d + 1))).filter
    (fun p => p.1 + p.2.1 + p.2.2 = d)

/-- A triple belongs to the shell of degree `d` exactly when its exponents add up to `d`. -/
theorem mem_shell {d : ℕ} {p : ℕ × ℕ × ℕ} : p ∈ shell d ↔ p.1 + p.2.1 + p.2.2 = d := by
  simp only [shell, Finset.mem_filter, Finset.mem_product, Finset.mem_range]
  constructor
  · exact fun h => h.2
  · intro h
    exact ⟨⟨by omega, by omega, by omega⟩, h⟩

/-- A Cartesian shell of degree `d` has `C(d+2, 2)` components. -/
theorem card_shell (d : ℕ) : (shell d).card = (d + 2).choose 2 := by
  induction d with
  | zero => rfl
  | succ d ih =>
    -- separate the components with a factor x from those without
    have split : shell (d + 1) = (shell d).image (fun p => (p.1 + 1, p.2)) ∪
        (Finset.antidiagonal (d + 1)).image (fun q => (0, q)) := by
      ext ⟨i, j, k⟩
      simp only [Finset.mem_union, Finset.mem_image, mem_shell, Finset.mem_antidiagonal]
      constructor
      · intro h
        have h' : i + j + k = d + 1 := h
        rcases i with _ | i
        · exact Or.inr ⟨(j, k), by show j + k = d + 1; omega, rfl⟩
        · exact Or.inl ⟨(i, j, k), by show i + j + k = d; omega, rfl⟩
      · rintro (⟨⟨x, y, z⟩, h, e⟩ | ⟨⟨y, z⟩, h, e⟩) <;>
          simp only [Prod.mk.injEq] at h e ⊢ <;> omega
    have disj : Disjoint ((shell d).image (fun p => (p.1 + 1, p.2)))
        ((Finset.antidiagonal (d + 1)).image (fun q => (0, q))) := by
      refine Finset.disjoint_left.mpr ?_
      intro p hp hq
      obtain ⟨x, _, rfl⟩ := Finset.mem_image.mp hp
      obtain ⟨y, _, e⟩ := Finset.mem_image.mp hq
      have e' := congrArg Prod.fst e
      simp at e'
    have inj1 : Function.Injective (fun p : ℕ × ℕ × ℕ => (p.1 + 1, p.2)) := by
      rintro ⟨x, y⟩ ⟨x', y'⟩ h
      simpa using h
    have inj2 : Function.Injective (fun q : ℕ × ℕ => ((0 : ℕ), q)) :=
      fun x y h => congrArg Prod.snd h
    have h : (d + 2 + 1).choose 2 = (d + 2).choose 1 + (d + 2).choose 2 :=
      Nat.choose_succ_succ' _ _
    rw [Nat.choose_one_right] at h
    rw [split, Finset.card_union_of_disjoint disj, Finset.card_image_of_injective _ inj1,
      Finset.card_image_of_injective _ inj2, ih, Finset.Nat.card_antidiagonal,
      show d + 1 + 2 = d + 2 + 1 by omega, h]
    omega

end CardShell
```

Compiling this gives:

```
Main.lean:25:38: error(lean.invalidField): Invalid field `image`: The environment does not contain `Function.image`, so it is not possible to project the field `image` from an expression
  Finset.antidiagonal ?m.69
of type
  Set.IsPWO ?m.58 → ?m.53 → Finset (?m.53 × ?m.53)
Main.lean:25:30: error: Type mismatch
  d + 1
has type
  ℕ
of sort `Type` but is expected to have type
  Set.IsPWO ?m.57
of sort `Prop`
```

Both messages concern `Finset.antidiagonal (d + 1)`, meant as the set of pairs of natural numbers with sum d + 1. The name here refers to a different declaration, whose first explicit argument is a proof of `Set.IsPWO`, that a set is partially well-ordered. The number `d + 1` is no such proof, hence the type mismatch. With that one argument given, the expression is still a function awaiting more, so Lean looks for `.image` as `Function.image`, which does not exist.

The repair avoids the antidiagonal. It lists the components without x as `(0, j, d + 1 - j)` for `j` in `Finset.range (d + 2)`, in both `split` and `disj`. The other changes follow from this: membership is read with `Finset.mem_range`, the witness is a single `j`, and `hk` identifies `d + 1 - j` with `k`. Injectivity is now read off the second component, and `Finset.card_range` supplies the count d + 2.

As a diff, the version that Lean accepts:

```diff
@@ -23,17 +23,18 @@
     -- separate the components with a factor x from those without
     have split : shell (d + 1) = (shell d).image (fun p => (p.1 + 1, p.2)) ∪
-        (Finset.antidiagonal (d + 1)).image (fun q => (0, q)) := by
+        (Finset.range (d + 2)).image (fun j => (0, j, d + 1 - j)) := by
       ext ⟨i, j, k⟩
-      simp only [Finset.mem_union, Finset.mem_image, mem_shell, Finset.mem_antidiagonal]
+      simp only [Finset.mem_union, Finset.mem_image, mem_shell, Finset.mem_range]
       constructor
       · intro h
         have h' : i + j + k = d + 1 := h
         rcases i with _ | i
-        · exact Or.inr ⟨(j, k), by show j + k = d + 1; omega, rfl⟩
+        · have hk : d + 1 - j = k := by omega
+          exact Or.inr ⟨j, by omega, by rw [hk]⟩
         · exact Or.inl ⟨(i, j, k), by show i + j + k = d; omega, rfl⟩
-      · rintro (⟨⟨x, y, z⟩, h, e⟩ | ⟨⟨y, z⟩, h, e⟩) <;>
+      · rintro (⟨⟨x, y, z⟩, h, e⟩ | ⟨y, h, e⟩) <;>
           simp only [Prod.mk.injEq] at h e ⊢ <;> omega
     have disj : Disjoint ((shell d).image (fun p => (p.1 + 1, p.2)))
-        ((Finset.antidiagonal (d + 1)).image (fun q => (0, q))) := by
+        ((Finset.range (d + 2)).image (fun j => (0, j, d + 1 - j))) := by
       refine Finset.disjoint_left.mpr ?_
       intro p hp hq
@@ -45,11 +46,11 @@
       rintro ⟨x, y⟩ ⟨x', y'⟩ h
       simpa using h
-    have inj2 : Function.Injective (fun q : ℕ × ℕ => ((0 : ℕ), q)) :=
-      fun x y h => congrArg Prod.snd h
+    have inj2 : Function.Injective (fun j : ℕ => ((0 : ℕ), j, d + 1 - j)) :=
+      fun x y h => congrArg (fun p : ℕ × ℕ × ℕ => p.2.1) h
     have h : (d + 2 + 1).choose 2 = (d + 2).choose 1 + (d + 2).choose 2 :=
       Nat.choose_succ_succ' _ _
     rw [Nat.choose_one_right] at h
     rw [split, Finset.card_union_of_disjoint disj, Finset.card_image_of_injective _ inj1,
-      Finset.card_image_of_injective _ inj2, ih, Finset.Nat.card_antidiagonal,
+      Finset.card_image_of_injective _ inj2, ih, Finset.card_range,
       show d + 1 + 2 = d + 2 + 1 by omega, h]
     omega
```
